# In three space dimensions, a free massless commutator function smeared in time over \([-d,d]\) vanishes more than \(d\) away from the light cone

In three space dimensions, average a free massless scalar field at the origin over a short time window. At which times \(t\) and distances \(r\) does the field fail to commute with that average? Take the window

\[
f(s)=(1-s^2)^3\ \text{ for } |s|\le 1,\qquad f(s)=0\ \text{ otherwise},
\]

in units with \(c=\hbar=1\), and look at \(r=3\). Up to a constant factor the commutator is

\[
u(t,3)=\frac{f(t-3)-f(t+3)}{3}.
\]

At \(t=3\) it equals \(1/3\). At \(t=1\) the arguments of \(f\) are \(-2\) and \(4\), both outside the window, so \(u=0\): the signal has not arrived. At \(t=5\) they are \(2\) and \(8\), and again \(u=0\): the signal has passed and left nothing behind. At \(t=-3\) the second term takes over and gives \(-1/3\).

For a general profile \(f\) and \(r>0\), set

\[
u(t,r)=\frac{f(t-r)-f(t+r)}{r}.
\]

Four statements hold for this function.

- If \(f\) is twice differentiable, then \(u_{tt}=u_{rr}+\frac{2}{r}u_r\) for \(r>0\), where subscripts denote partial derivatives.
- If \(f\) vanishes outside \([-d,d]\), then \(u(t,r)=0\) whenever \(\bigl||t|-r\bigr|>d\).
- For \(f\) of bounded support, \(u\) vanishes wherever \(\bigl||t|-r\bigr|>\delta\) exactly when \(f\) vanishes outside \([-\delta,\delta]\).
- If \(f(s)=\int_0^K g(k)\cos(ks)\,dk\) with continuous weight \(g\), then \(u\) is the integral of \(2g(k)\sin(kt)\sin(kr)/r\) over the wave number \(k\) from \(0\) to \(K\).

The quantity \(\bigl||t|-r\bigr|\) is the offset from the light cone in time at fixed radius, and "distance from the cone" has this meaning throughout.

## Delay kernels with a finite memory

For a free massless scalar field \(\phi\), the commutator with the field smeared by \(f\) is

\[
\Bigl[\phi(t,\mathbf x),\int f(t')\,\phi(t',\mathbf 0)\,dt'\Bigr]=-\frac{i}{4\pi}\,u(t,|\mathbf x|).
\]

Each spatial component of the photon's vector potential in Feynman gauge has the same commutator with itself. Linear response turns this function into a delay kernel, so a time-domain code for emitters coupled through a free radiation field can use its support to decide how much history to keep.

Suppose a point source at the origin has amplitude \(q(t)\), filtered with the pulse \(f\) above, and the field is wanted at \(r=3\) and at the times \(t_n=n\,\Delta t\) with \(\Delta t=0.01\). At positive delays the term \(f(t+3)\) is zero, and the field produced by the source is

\[
\phi(t_n,3)\approx\frac{\Delta t}{4\pi}\sum_{m=200}^{400}u(m\,\Delta t,3)\,q(t_n-m\,\Delta t).
\]

The sum has 201 terms however long the run lasts, and source values older than four time units can be discarded. At \(r=30\) the window of delays has the same width and begins at \(m=2900\).

A code that propagates photon modes instead meets the same kernel as a sum over \(k\). The mode integral above is the continuum form of that sum, with \(g(k)\) as the weight of wave number \(k\) in the kernel and \(K\) as the cut-off. A finite cut-off has a price in locality: the resulting \(f\) is an analytic function, so it cannot have bounded support unless it is zero, and the kernel has tails away from the cone.

## From the profile to the wave equation and the light cone

Write \(u[h]\) for the function obtained when \(f\) is replaced by another profile \(h\).

**Time derivatives.** The variable \(t\) enters only through the arguments of \(f\), so

\[
u_t=\frac{f'(t-r)-f'(t+r)}{r}=u[f'],\qquad u_{tt}=u[f''].
\]

**First radial derivative.** The quotient rule gives

\[
u_r=\frac{-f'(t-r)-f'(t+r)}{r}-\frac{f(t-r)-f(t+r)}{r^2}
=-\frac{S+u}{r},
\]

with \(S=f'(t-r)+f'(t+r)\).

**Second radial derivative.** Differentiating \(S\) with respect to \(r\) gives

\[
S_r=-f''(t-r)+f''(t+r)=-r\,u[f''].
\]

A second use of the quotient rule then yields

\[
u_{rr}=-\frac{S_r+u_r}{r}+\frac{S+u}{r^2}
=u[f'']-\frac{u_r}{r}-\frac{u_r}{r}
=u[f'']-\frac{2}{r}u_r .
\]

Since \(u_{tt}=u[f'']\), this is the radial wave equation. Only the existence of \(f''\) was used, not its continuity.

**Support.** For \(r>0\) the reverse triangle inequality gives

\[
\bigl||t|-r\bigr|\le|t-r|,\qquad \bigl||t|-r\bigr|\le|t+r| .
\]

If the left side exceeds \(d\), both arguments of \(f\) lie outside \([-d,d]\). Both terms of \(u\) are then zero separately, with no cancellation between them.

**Sharpness.** Let \(f\) vanish outside \([-d,d]\), and let \(u\) vanish wherever \(\bigl||t|-r\bigr|>\delta\). Take any \(s\) with \(|s|>\delta\), and choose

\[
r=|s|+|d|+1,\qquad t=s+r .
\]

Then \(t\ge|d|+1>0\), so \(|t|-r=s\), and the point is farther than \(\delta\) from the cone. Hence \(u(t,r)=0\). The incoming term has argument \(t+r=s+2r\ge|s|+2|d|+2>d\), so it vanishes. What remains is \(f(s)/r=0\), that is, \(f(s)=0\). The other direction is the support statement with \(\delta\) in place of \(d\).

**Modes.** The addition theorem for the cosine gives

\[
\cos k(t-r)-\cos k(t+r)=2\sin(kt)\sin(kr).
\]

Multiplying by \(g(k)/r\) and integrating from \(0\) to \(K\) gives the mode integral.

## The four statements in Lean

```lean
import Mathlib

open Filter Topology

namespace SmearedMasslessCommutator

noncomputable section

/-- The massless commutator function smeared in time with the profile `f`, up to a constant
factor, at time `t` and distance `r > 0` (units with `c = 1`). -/
def smeared (f : ℝ → ℝ) (t r : ℝ) : ℝ := (f (t - r) - f (t + r)) / r

/-- For a differentiable profile, the time derivative of the smeared commutator function is the
commutator function smeared with the derivative of the profile. -/
theorem hasDerivAt_time {f : ℝ → ℝ} (hf : Differentiable ℝ f) (t r : ℝ) :
    HasDerivAt (fun τ => smeared f τ r) (smeared (deriv f) t r) t := by
  have h1 := (hf (t - r)).hasDerivAt.comp_sub_const t r
  have h2 := (hf (t + r)).hasDerivAt.comp_add_const t r
  exact (h1.fun_sub h2).div_const r

/-- The radial derivative of the smeared commutator function, for a differentiable profile and
`r ≠ 0`: a term falling off as `1/r` with the slope of the profile, and a term `-u/r`. -/
theorem hasDerivAt_radial {f : ℝ → ℝ} (hf : Differentiable ℝ f) (t : ℝ) {r : ℝ} (hr : r ≠ 0) :
    HasDerivAt (fun ρ => smeared f t ρ)
      (-(deriv f (t - r) + deriv f (t + r)) / r - smeared f t r / r) r := by
  have h1 := (hf (t - r)).hasDerivAt.comp_const_sub t r
  have h2 := (hf (t + r)).hasDerivAt.comp_const_add t r
  refine ((h1.fun_sub h2).fun_div (hasDerivAt_id' r) hr).congr_deriv ?_
  unfold smeared
  field_simp
  ring

/-- For a twice differentiable profile and `r ≠ 0`, the radial derivative `u_r` is itself
differentiable in `r`, and its derivative is the commutator function smeared with `f''`, minus
`(2/r) u_r`. -/
theorem hasDerivAt_radial_radial {f : ℝ → ℝ} (hf : Differentiable ℝ f)
    (hf' : Differentiable ℝ (deriv f)) (t : ℝ) {r : ℝ} (hr : r ≠ 0) :
    HasDerivAt (fun ρ => deriv (fun σ => smeared f t σ) ρ)
      (smeared (deriv (deriv f)) t r - 2 / r * deriv (fun σ => smeared f t σ) r) r := by
  have h1 := (hf' (t - r)).hasDerivAt.comp_const_sub t r
  have h2 := (hf' (t + r)).hasDerivAt.comp_const_add t r
  have h3 := ((h1.fun_add h2).fun_neg.fun_div (hasDerivAt_id' r) hr).fun_sub
    ((hasDerivAt_radial hf t hr).fun_div (hasDerivAt_id' r) hr)
  -- near `r` the radial derivative is given by the explicit formula
  have heq : (fun ρ => deriv (fun σ => smeared f t σ) ρ) =ᶠ[𝓝 r]
      fun ρ => -(deriv f (t - ρ) + deriv f (t + ρ)) / ρ - smeared f t ρ / ρ := by
    filter_upwards [isOpen_ne.mem_nhds hr] with ρ hρ
    exact (hasDerivAt_radial hf t hρ).deriv
  rw [(hasDerivAt_radial hf t hr).deriv]
  refine (h3.congr_of_eventuallyEq heq).congr_deriv ?_
  unfold smeared
  field_simp
  ring

/-- The commutator function smeared with a twice differentiable profile obeys the radial wave
equation `u_tt = u_rr + (2/r) u_r` at every `r > 0`. -/
theorem wave_equation {f : ℝ → ℝ} (hf : Differentiable ℝ f)
    (hf' : Differentiable ℝ (deriv f)) (t : ℝ) {r : ℝ} (hr : 0 < r) :
    deriv (fun τ => deriv (fun τ' => smeared f τ' r) τ) t =
      deriv (fun ρ => deriv (fun σ => smeared f t σ) ρ) r
        + 2 / r * deriv (fun σ => smeared f t σ) r := by
  have ht : (fun τ => deriv (fun τ' => smeared f τ' r) τ) =
      fun τ => smeared (deriv f) τ r :=
    funext fun τ => (hasDerivAt_time hf τ r).deriv
  rw [ht, (hasDerivAt_time hf' t r).deriv, (hasDerivAt_radial_radial hf hf' t hr.ne').deriv]
  ring

/-- If the profile vanishes outside `[-d, d]`, the smeared commutator function vanishes at every
point with `r > 0` and `||t| - r| > d`. -/
theorem vanishes_off_light_cone {f : ℝ → ℝ} {d : ℝ} (hsupp : ∀ s, d < |s| → f s = 0)
    {t r : ℝ} (hr : 0 < r) (h : d < |(|t| - r)|) : smeared f t r = 0 := by
  -- both arguments of the profile are, in absolute value, at least the distance from the cone
  have h1 : |(|t| - r)| ≤ |t - r| := by
    have := abs_abs_sub_abs_le t r
    rwa [abs_of_pos hr] at this
  have h2 : |(|t| - r)| ≤ |t + r| := by
    have := abs_abs_sub_abs_le t (-r)
    rwa [abs_neg, abs_of_pos hr, sub_neg_eq_add] at this
  simp [smeared, hsupp _ (h.trans_le h1), hsupp _ (h.trans_le h2)]

/-- For a profile of bounded support, the smeared commutator function vanishes wherever
`||t| - r| > δ`, `r > 0`, if and only if the profile vanishes outside `[-δ, δ]`. -/
theorem light_cone_width_iff {f : ℝ → ℝ} {d : ℝ} (hsupp : ∀ s, d < |s| → f s = 0) (δ : ℝ) :
    (∀ t r : ℝ, 0 < r → δ < |(|t| - r)| → smeared f t r = 0) ↔
      ∀ s, δ < |s| → f s = 0 := by
  constructor
  · intro h s hs
    -- a distant point at signed offset `s` from the future cone, where the incoming term is zero
    obtain ⟨r, hr⟩ : ∃ r : ℝ, r = |s| + |d| + 1 := ⟨_, rfl⟩
    have hs0 := abs_nonneg s
    have hd0 := abs_nonneg d
    have hs1 := neg_abs_le s
    have hd1 := le_abs_self d
    have hrpos : 0 < r := by linarith
    have htpos : 0 < s + r := by linarith
    have hcone : |s + r| - r = s := by rw [abs_of_pos htpos]; ring
    have hu := h (s + r) r hrpos (by rw [hcone]; exact hs)
    have hfar : f (s + r + r) = 0 :=
      hsupp _ (lt_of_lt_of_le (by linarith) (le_abs_self (s + r + r)))
    unfold smeared at hu
    rw [hfar, add_sub_cancel_right, sub_zero] at hu
    exact (div_eq_zero_iff.mp hu).resolve_right hrpos.ne'
  · intro h t r hr hcone
    exact vanishes_off_light_cone h hr hcone

/-- Smearing with a superposition of cosines of continuous weight `g(k)`, `k` from `0` to `K`,
gives at `r > 0` the integral of `2 g(k) sin(kt) sin(kr) / r` over the wave number `k`. -/
theorem mode_integral {g : ℝ → ℝ} (hg : Continuous g) (K t r : ℝ) :
    smeared (fun s => ∫ k in (0 : ℝ)..K, g k * Real.cos (k * s)) t r =
      ∫ k in (0 : ℝ)..K, 2 * g k * Real.sin (k * t) * Real.sin (k * r) / r := by
  have hint : ∀ s : ℝ, IntervalIntegrable (fun k => g k * Real.cos (k * s))
      MeasureTheory.volume 0 K := fun s =>
    Continuous.intervalIntegrable (by fun_prop) 0 K
  simp only [smeared]
  rw [← intervalIntegral.integral_sub (hint (t - r)) (hint (t + r)),
    ← intervalIntegral.integral_div]
  refine intervalIntegral.integral_congr fun k _ => ?_
  -- addition theorem for the cosine, mode by mode
  simp only [mul_sub, mul_add, Real.cos_sub, Real.cos_add]
  ring

end

end SmearedMasslessCommutator
```

```lean
#print axioms SmearedMasslessCommutator.wave_equation
#print axioms SmearedMasslessCommutator.vanishes_off_light_cone
#print axioms SmearedMasslessCommutator.light_cone_width_iff
#print axioms SmearedMasslessCommutator.mode_integral
```

```
'SmearedMasslessCommutator.wave_equation' depends on axioms: [propext, Classical.choice, Quot.sound]
'SmearedMasslessCommutator.vanishes_off_light_cone' depends on axioms: [propext, Classical.choice, Quot.sound]
'SmearedMasslessCommutator.light_cone_width_iff' depends on axioms: [propext, Classical.choice, Quot.sound]
'SmearedMasslessCommutator.mode_integral' depends on axioms: [propext, Classical.choice, Quot.sound]
```

## Profiles, widths and derivatives as Lean objects

The profile is a function `f : ℝ → ℝ`, and `smeared f t r` is \(u(t,r)\); the factor \(-i/4\pi\) of the commutator is not part of it. The letter `δ` is a real number, the width of a region around the cone, and not the Dirac delta.

In `wave_equation` the hypotheses `Differentiable ℝ f` and `Differentiable ℝ (deriv f)` say that \(f'\) and \(f''\) exist everywhere. The conclusion is written with nested `deriv` expressions, one variable being held fixed while the other varies. Lean's `deriv` returns zero where a function has no derivative, so an equation between such expressions could in principle hold for an empty reason; the three `HasDerivAt` theorems exclude this by proving that the derivatives involved exist.

Those three theorems follow the calculation above:

- `hasDerivAt_time` is the rule \(u_t=u[f']\). Applied to `f` and then to `deriv f`, it gives \(u_{tt}=u[f'']\).
- `hasDerivAt_radial` is the formula for \(u_r\). The chain rule for \(t-r\) and \(t+r\) supplies `h1` and `h2`, `fun_div` is the quotient rule, and `field_simp` followed by `ring` brings the result to the stated form.
- `hasDerivAt_radial_radial` is the formula for \(u_{rr}\). To differentiate \(u_r\) at a point, its formula must be known in a neighbourhood and not only at that point. The step `heq` provides this, because every radius close to a non-zero `r` is itself non-zero.

With these in place, `wave_equation` substitutes the two second derivatives, and `ring` cancels the terms \(\frac{2}{r}u_r\).

The support hypothesis `hsupp` reads: if \(|s|>d\), then \(f(s)=0\). Neither `vanishes_off_light_cone` nor `light_cone_width_iff` asks for continuity, so both apply to a rectangular window or to a profile sampled with jumps. In the first theorem, `h1` and `h2` are the two reverse triangle inequalities, and `simp` inserts the two zeros.

In `light_cone_width_iff` the number `d` only records that the support is bounded; it need not be the best bound. The proof introduces the distant radius with `obtain`, shows in `hcone` that the chosen point has signed offset \(s\), and shows in `hfar` that the incoming term is zero. Some condition on \(f\) at large \(|s|\) is needed here, since the constant profile \(f=1\) gives \(u=0\) everywhere.

The width in this theorem belongs to a symmetric interval. A profile that is non-zero exactly on \((0,1)\) has width \(1\), not \(1/2\). For \(\delta=0\) the profile may be non-zero only at \(s=0\), so a continuous profile must then vanish altogether. No continuous non-zero profile of bounded support therefore gives a signal confined exactly to the cone. The unsmeared commutator is confined in this way, but its profile is the Dirac delta, which is not a function of the type used here.

In `mode_integral` the continuity of `g` makes both cosine integrals exist, which is recorded in `hint`. Their difference can then be taken under one integral sign, and the addition theorem is applied at each `k`.

## A closed formula, not yet a quantised field

The Lean code starts from the closed formula for \(u\). The step from there to a real photon field is the identification of this formula with a commutator of field operators. It comes from canonical quantisation, which gives the unsmeared function

\[
-\frac{i}{4\pi r}\bigl[\delta_{\mathrm D}(t-r)-\delta_{\mathrm D}(t+r)\bigr],
\]

where \(\delta_{\mathrm D}\) is the Dirac delta. Smearing it in time with \(f\) produces \(-iu/4\pi\). That step, like the comments here on gauges, cut-off tails and other kinds of field, rests on ordinary physics argument and not on the theorems.

The setting is a free massless field in three space dimensions, without boundaries or a medium. A mass term, or a reduction to two space dimensions, makes the commutator function non-zero inside the cone as well, and the finite memory of the delay kernel is then lost. In Coulomb gauge the commutator of the vector potential contains a transverse projection that spreads it off the cone. The commutators of the electric and magnetic fields are built from second derivatives of the function treated here, so they too vanish more than \(d\) away from the cone.

The wave equation is stated for \(r>0\) only. For a differentiable profile \(u(t,r)\) tends to \(-2f'(t)\) as \(r\to0\), which is the value to use at a grid point on the origin. Close to the origin the formula subtracts two nearly equal numbers and divides by a small one, so floating-point evaluation loses digits there.

The theorems concern real numbers and exact derivatives. A finite-difference solution of the wave equation generally has numerical dispersion, which can leave a small signal behind the pulse where \(u\) itself is zero. Likewise, replacing the integral over \(k\) by a sum over wave numbers that are whole multiples of a spacing \(\Delta k\) makes the kernel periodic in time, with period \(T=2\pi/\Delta k\). For \(r<T/2\) the signal at \(t=r\) is then followed by a copy of opposite sign at \(t=T-r\), before it repeats at \(t=T+r\).
